# In a non-singular two-rung optical-phonon ladder, electric and thermal relaxation times agree exactly when in-scattering vanishes

## Rungs, drives and times

An electron in a polar semiconductor gains or loses one optical-phonon energy when it absorbs or emits an optical phonon. If other scattering is neglected, the linearised Boltzmann equation couples energies that lie one phonon apart. Take two such energies, the lower rung $0$ and the upper rung $1$. An electric field or a temperature gradient gives a drive $d=(d_0,d_1)$, and the response $\varphi$ solves

$$C\varphi=d,\qquad C=\begin{pmatrix}A&-a\\-e&B\end{pmatrix},\qquad D=AB-ae .$$

Here $A,B$ are out-scattering rates, and $a,e$ are the in-scattering rates that carry the response of one rung into the balance of the other. The letter $e$ is a rate, not the elementary charge. Physically $A,B>0$ and $a,e\ge0$; the theorems allow any real values unless they state a sign.

```lean
import Mathlib

open Matrix

namespace PolarOpticalLadder

noncomputable section

/-- The collision matrix of two rungs one optical phonon apart: out-scattering rates `A`, `B` on the
diagonal, in-scattering rates `a`, `e` with a minus sign off it. -/
def ladder (A B a e : ℝ) : Matrix (Fin 2) (Fin 2) ℝ := !![A, -a; -e, B]
```

The quotient $\varphi_i/d_i$, called a rung time here, is usually called a relaxation time.

```lean
/-- The time `φ i / d i` that rung `i` shows in its response `φ` to the drive `d`, meaningful where
`d i ≠ 0`; Lean returns `0` elsewhere. -/
def rungTime (φ d : Fin 2 → ℝ) (i : Fin 2) : ℝ := φ i / d i
```

An electric field pushes both rungs the same way. A temperature gradient drives states in proportion to their energy measured from the chemical potential, so rungs placed symmetrically about it are pushed in opposite ways. Both drives are scaled to entries $\pm1$, which leaves out the energy dependence of the velocity. If the chemical potential lies below both rungs, as for electrons in a non-degenerate semiconductor, the temperature gradient pushes both the same way. The electric and thermal drives are still not proportional, and `times_agree_iff` below covers that case.

```lean
/-- The electric drive pushes both rungs the same way. -/
def electricDrive : Fin 2 → ℝ := ![1, 1]

/-- The thermal drive pushes the two rungs in opposite ways. -/
def thermalDrive : Fin 2 → ℝ := ![-1, 1]
```

In Lean, `*ᵥ` is matrix times vector, and drives and responses are functions `Fin 2 → ℝ`. Written out by rows, the equation is

$$A\varphi_0-a\varphi_1=d_0,\qquad B\varphi_1-e\varphi_0=d_1 .$$

```lean
/-- The ladder equation is a pair of balances: out-scattering minus in-scattering equals
the drive on each rung. -/
theorem ladder_balance (A B a e : ℝ) (φ d : Fin 2 → ℝ) :
    ladder A B a e *ᵥ φ = d ↔
      A * φ 0 - a * φ 1 = d 0 ∧ B * φ 1 - e * φ 0 = d 1 := by
  have h0 : (ladder A B a e *ᵥ φ) 0 = A * φ 0 - a * φ 1 := by
    simp [ladder, Matrix.mulVec, dotProduct, Fin.sum_univ_two]
    ring
  have h1 : (ladder A B a e *ᵥ φ) 1 = B * φ 1 - e * φ 0 := by
    simp [ladder, Matrix.mulVec, dotProduct, Fin.sum_univ_two]
    ring
  rw [funext_iff, Fin.forall_fin_two, h0, h1]
```

The step from this model to a material is the reduction of the full Boltzmann equation to two closed rungs with given constant rates. No hypothesis below justifies it.

## A non-zero determinant

The condition $D\neq0$ says that no non-zero response survives without a drive. By hand, it permits the last division in the elimination. Adding $B$ times the first balance to $a$ times the second, and then $e$ times the first to $A$ times the second, gives

$$D\varphi_0=Bd_0+ad_1,\qquad D\varphi_1=ed_0+Ad_1 .$$

Conversely, inserting these values returns the drive: $A\varphi_0-a\varphi_1=(AB-ae)d_0/D=d_0$, and likewise for the other rung. So each drive has exactly one response.

In the proof, `eq_div_iff hD` clears the denominators, and each `linear_combination` names the multipliers just used. For the converse, `mul_right_cancel₀ hD` cancels $D$.

```lean
/-- If `A B - a e ≠ 0`, the ladder equation has exactly one solution for each drive,
given here in closed form. -/
theorem ladder_solution {A B a e : ℝ} (hD : A * B - a * e ≠ 0) (φ d : Fin 2 → ℝ) :
    ladder A B a e *ᵥ φ = d ↔
      φ 0 = (B * d 0 + a * d 1) / (A * B - a * e) ∧
      φ 1 = (e * d 0 + A * d 1) / (A * B - a * e) := by
  rw [ladder_balance, eq_div_iff hD, eq_div_iff hD]
  constructor
  · -- eliminate one rung at a time
    rintro ⟨h0, h1⟩
    constructor
    · linear_combination B * h0 + a * h1
    · linear_combination e * h0 + A * h1
  · rintro ⟨h0, h1⟩
    constructor
    · apply mul_right_cancel₀ hD
      linear_combination A * h0 - a * h1
    · apply mul_right_cancel₀ hD
      linear_combination B * h1 - e * h0
```

Without the condition, uniqueness and existence can both fail. At $A=B=a=e=1$ the two balances add to $0=d_0+d_1$: the electric drive has no response, and the thermal drive has infinitely many.

## A drive on every rung

A rung time compares a response with the push on the same rung, so it needs $d_i\neq0$. Dividing the solution by the drive gives

$$\frac{\varphi_0}{d_0}=\frac{B+a\,d_1/d_0}{D},\qquad \frac{\varphi_1}{d_1}=\frac{A+e\,d_0/d_1}{D}.$$

The proof takes the solution from `ladder_solution` and uses `hd` to divide by each entry; `r0` and `r1` undo the ratios.

```lean
/-- If `A B - a e ≠ 0` and the drive vanishes on neither rung, each rung time depends on the
drive through the ratio of its two entries, weighted by the in-scattering rate. -/
theorem rung_times {A B a e : ℝ} (hD : A * B - a * e ≠ 0) {φ d : Fin 2 → ℝ}
    (hd : ∀ i, d i ≠ 0) (h : ladder A B a e *ᵥ φ = d) :
    rungTime φ d 0 = (B + a * (d 1 / d 0)) / (A * B - a * e) ∧
    rungTime φ d 1 = (A + e * (d 0 / d 1)) / (A * B - a * e) := by
  obtain ⟨h0, h1⟩ := (ladder_solution hD φ d).mp h
  have hd0 := hd 0
  have hd1 := hd 1
  have r0 : d 1 / d 0 * d 0 = d 1 := by field_simp
  have r1 : d 0 / d 1 * d 1 = d 0 := by field_simp
  constructor
  · rw [rungTime, div_eq_iff hd0, h0, div_mul_eq_mul_div]
    congr 1
    linear_combination (-a) * r0
  · rw [rungTime, div_eq_iff hd1, h1, div_mul_eq_mul_div]
    congr 1
    linear_combination (-e) * r1
```

If $d_0=0$ but $ad_1\neq0$, rung $0$ responds without being driven, and no finite time describes it. Lean's division by zero would return the value $0$ there.

The electric drive has both ratios equal to $1$, so its times are $(B+a)/D$ and $(A+e)/D$.

```lean
/-- If `A B - a e ≠ 0`, the electric times of the two rungs are `B + a` and `A + e`, each
divided by `A B - a e`. -/
theorem electric_times {A B a e : ℝ} (hD : A * B - a * e ≠ 0) {φ : Fin 2 → ℝ}
    (h : ladder A B a e *ᵥ φ = electricDrive) :
    rungTime φ electricDrive 0 = (B + a) / (A * B - a * e) ∧
    rungTime φ electricDrive 1 = (A + e) / (A * B - a * e) := by
  have d0 : electricDrive 0 = 1 := by simp [electricDrive]
  have d1 : electricDrive 1 = 1 := by simp [electricDrive]
  obtain ⟨h0, h1⟩ := rung_times hD
    (by intro i; fin_cases i <;> simp [electricDrive]) h
  rw [h0, h1, d0, d1]
  constructor <;> ring
```

The thermal drive has both ratios equal to $-1$, which turns them into $(B-a)/D$ and $(A-e)/D$.

```lean
/-- If `A B - a e ≠ 0`, the thermal times of the two rungs are `B - a` and `A - e`, each divided by
`A B - a e`. -/
theorem thermal_times {A B a e : ℝ} (hD : A * B - a * e ≠ 0) {φ : Fin 2 → ℝ}
    (h : ladder A B a e *ᵥ φ = thermalDrive) :
    rungTime φ thermalDrive 0 = (B - a) / (A * B - a * e) ∧
    rungTime φ thermalDrive 1 = (A - e) / (A * B - a * e) := by
  have d0 : thermalDrive 0 = -1 := by simp [thermalDrive]
  have d1 : thermalDrive 1 = 1 := by simp [thermalDrive]
  obtain ⟨h0, h1⟩ := rung_times hD
    (by intro i; fin_cases i <;> simp [thermalDrive]) h
  rw [h0, h1, d0, d1]
  constructor <;> ring
```

## Drives that are not proportional

The hypothesis $d_0d'_1\neq d_1d'_0$ says that the second drive is not a rescaled copy of the first. By hand, it makes the ratios of entries differ. Subtracting the times gives

$$\frac{\varphi_0}{d_0}-\frac{\varphi'_0}{d'_0}=\frac aD\left(\frac{d_1}{d_0}-\frac{d'_1}{d'_0}\right),\qquad
\frac{\varphi_1}{d_1}-\frac{\varphi'_1}{d'_1}=\frac eD\left(\frac{d_0}{d_1}-\frac{d'_0}{d'_1}\right).$$

Both brackets are non-zero, so the times agree on both rungs exactly when $a=e=0$. In the proof, `r0` and `r1` are the non-zero brackets, `m0` and `m1` the vanishing products, and `mul_eq_zero` removes the brackets.

```lean
/-- Let `A B - a e ≠ 0`. Two non-proportional drives, neither vanishing on a rung, yield the
same rung times exactly when both in-scattering rates are zero. -/
theorem times_agree_iff {A B a e : ℝ} (hD : A * B - a * e ≠ 0) {φ φ' d d' : Fin 2 → ℝ}
    (hd : ∀ i, d i ≠ 0) (hd' : ∀ i, d' i ≠ 0) (hne : d 0 * d' 1 ≠ d 1 * d' 0)
    (h : ladder A B a e *ᵥ φ = d) (h' : ladder A B a e *ᵥ φ' = d') :
    rungTime φ d = rungTime φ' d' ↔ a = 0 ∧ e = 0 := by
  obtain ⟨t0, t1⟩ := rung_times hD hd h
  obtain ⟨t0', t1'⟩ := rung_times hD hd' h'
  -- non-proportional drives have different ratios of entries
  have r0 : d 1 / d 0 - d' 1 / d' 0 ≠ 0 := by
    rw [sub_ne_zero, Ne, div_eq_div_iff (hd 0) (hd' 0)]
    intro k
    exact hne (by linear_combination -k)
  have r1 : d 0 / d 1 - d' 0 / d' 1 ≠ 0 := by
    rw [sub_ne_zero, Ne, div_eq_div_iff (hd 1) (hd' 1)]
    intro k
    exact hne (by linear_combination k)
  rw [funext_iff, Fin.forall_fin_two, t0, t1, t0', t1', div_left_inj' hD, div_left_inj' hD]
  constructor
  · rintro ⟨k0, k1⟩
    have m0 : a * (d 1 / d 0 - d' 1 / d' 0) = 0 := by linear_combination k0
    have m1 : e * (d 0 / d 1 - d' 0 / d' 1) = 0 := by linear_combination k1
    exact ⟨(mul_eq_zero.mp m0).resolve_right r0, (mul_eq_zero.mp m1).resolve_right r1⟩
  · rintro ⟨ha, he⟩
    simp [ha, he]
```

Without the hypothesis, take $d'=\lambda d$ with $\lambda\neq0$. Then $\varphi'=\lambda\varphi$, and the times agree for any in-scattering.

For the electric and thermal drives, the differences are $2a/D$ and $2e/D$.

```lean
/-- If `A B - a e ≠ 0`, the electric and thermal drives yield the same rung times exactly when
both in-scattering rates are zero. -/
theorem electric_thermal_agree_iff {A B a e : ℝ} (hD : A * B - a * e ≠ 0)
    {φ φ' : Fin 2 → ℝ} (h : ladder A B a e *ᵥ φ = electricDrive)
    (h' : ladder A B a e *ᵥ φ' = thermalDrive) :
    rungTime φ electricDrive = rungTime φ' thermalDrive ↔ a = 0 ∧ e = 0 :=
  times_agree_iff hD (by intro i; fin_cases i <;> simp [electricDrive])
    (by intro i; fin_cases i <;> simp [thermalDrive])
    (by norm_num [electricDrive, thermalDrive]) h h'
```

## Positive rates and a positive determinant

With $a,e\ge0$, the conditions $A,B,D>0$ mean that every undriven response decays under the time evolution $\dot\varphi=-C\varphi$. Since $D>0$, the lower thermal time $(B-a)/D$ is negative exactly when $a>B$. The upper one is then positive: if $e\ge A$, then $ae\ge aA>AB$, which contradicts $D>0$.

The proof uses `hD` to read off the sign of the quotient. It uses `hA` and `hB` in the contradiction, which `nlinarith` closes from two products of signed factors.

```lean
/-- For `A`, `B` and `A B - a e` positive, the thermal time of the lower rung is negative
exactly when `a` exceeds `B`, and the thermal time of the upper rung is then positive. -/
theorem thermal_time_neg_iff {A B a e : ℝ} (hA : 0 < A) (hB : 0 < B)
    (hD : 0 < A * B - a * e) {φ : Fin 2 → ℝ} (h : ladder A B a e *ᵥ φ = thermalDrive) :
    (rungTime φ thermalDrive 0 < 0 ↔ B < a) ∧
    (rungTime φ thermalDrive 0 < 0 → 0 < rungTime φ thermalDrive 1) := by
  obtain ⟨t0, t1⟩ := thermal_times hD.ne' h
  have key : rungTime φ thermalDrive 0 < 0 ↔ B < a := by
    rw [t0, div_lt_iff₀ hD, zero_mul, sub_neg]
  refine ⟨key, fun hneg => ?_⟩
  have hBa := key.mp hneg
  -- both in-scattering rates cannot win, since the determinant is positive
  have heA : e < A := by
    by_contra hc
    have hc' : A ≤ e := not_lt.mp hc
    nlinarith [mul_nonneg (hB.trans hBa).le (sub_nonneg.mpr hc'),
      mul_pos hA (sub_pos.mpr hBa)]
  rw [t1]
  exact div_pos (sub_pos.mpr heA) hD
```

If $D$ may be negative, the first claim can fail: $A=B=1$, $a=e=2$ gives $D=-3$ and a lower time of $1/3$, although $a>B$. If $A$ may be negative, the second can fail: $(A,B,a,e)=(-1,1,2,-1)$ gives times $-1$ and $0$. The same holds for $B$, since $(1,-2,-1,3)$ gives $-1$ and $-2$.

A negative time is not a decay time; it records a response opposite to the local push. Take $A=3$, $B=1$, $a=2$, $e=1$, so $D=1$:

- The electric response is $(3,4)$, since $9-8=1$ and $4-3=1$. The times are $3$ and $4$.
- The thermal response is $(1,2)$, since $3-4=-1$ and $2-1=1$. The times are $-1$ and $2$.

The differences, $4$ and $2$, are $2a/D$ and $2e/D$.

```lean
/-- The ladder with `A = 3`, `B = 1`, `a = 2`, `e = 1` answers the thermal drive with the
rung times `-1` and `2`. -/
theorem negative_thermal_time_witness :
    ladder 3 1 2 1 *ᵥ ![1, 2] = thermalDrive ∧
    rungTime ![1, 2] thermalDrive 0 = -1 ∧ rungTime ![1, 2] thermalDrive 1 = 2 := by
  rw [ladder_balance]
  norm_num [rungTime, thermalDrive]
```

Whether a material reaches $a>B$ depends on its rates.

## The same times for every drive

For any finite number of rungs, now demand fixed times $\tau_i$ with $\varphi_i=\tau_id_i$ for every drive and response. Put a unit response on rung $j$ alone. Its drive is column $j$ of $C$, so

$$\delta_{ij}=\tau_iC_{ij}.$$

The case $i=j$ makes $\tau_i$ and $C_{ii}$ non-zero; the case $i\neq j$ then forces $C_{ij}=0$. Conversely, a diagonal $C$ without zeros on the diagonal has $\tau_i=1/C_{ii}$.

In the proof, `Pi.single j 1` is the unit response, `key` the displayed identity, and `Finset.sum_eq_single` reduces the row sum to its diagonal term.

```lean
/-- For any finite number of rungs, one set of relaxation times describes the response to every
drive exactly when the collision matrix is diagonal with no zero on the diagonal. -/
theorem common_times_iff_diagonal {n : Type*} [Fintype n] [DecidableEq n]
    (C : Matrix n n ℝ) :
    (∃ τ : n → ℝ, ∀ d φ : n → ℝ, C *ᵥ φ = d → ∀ i, φ i = τ i * d i) ↔
      (∀ i j, i ≠ j → C i j = 0) ∧ ∀ i, C i i ≠ 0 := by
  constructor
  · rintro ⟨τ, h⟩
    -- test the times on a response confined to rung `j`
    have key : ∀ i j, (Pi.single j 1 : n → ℝ) i = τ i * C i j := by
      intro i j
      have hc : (C *ᵥ (Pi.single j 1 : n → ℝ)) i = C i j := by
        simp [Matrix.mulVec, dotProduct, Pi.single_apply]
      have h1 := h _ (Pi.single j 1) rfl i
      rwa [hc] at h1
    have diag : ∀ i, τ i * C i i = 1 := by
      intro i
      rw [← key i i, Pi.single_eq_same]
    refine ⟨fun i j hij => ?_, fun i hi => ?_⟩
    · have h0 : τ i * C i j = 0 := by
        rw [← key i j, Pi.single_eq_of_ne hij]
      have hτ : τ i ≠ 0 := by
        intro hz
        have h1 := diag i
        rw [hz, zero_mul] at h1
        exact zero_ne_one h1
      exact (mul_eq_zero.mp h0).resolve_left hτ
    · have h1 := diag i
      rw [hi, mul_zero] at h1
      exact zero_ne_one h1
  · rintro ⟨hoff, hdiag⟩
    refine ⟨fun i => 1 / C i i, fun d φ h i => ?_⟩
    have hi := hdiag i
    have hsum : (C *ᵥ φ) i = C i i * φ i := by
      show ∑ j, C i j * φ j = C i i * φ i
      apply Finset.sum_eq_single i
      · intro j _ hj
        rw [hoff i j (Ne.symm hj), zero_mul]
      · intro hn
        exact absurd (Finset.mem_univ i) hn
    rw [← h, hsum]
    field_simp

end

end PolarOpticalLadder
```

If only one drive is required, and it vanishes on no rung, the quotients $\varphi_i/d_i$ of any one response serve as times even when $C$ is not diagonal. For transport simulations this means, within a finite linear model, that relaxation times extracted from the electric response can't serve all other drives while in-scattering between rungs remains.

```lean
#print axioms PolarOpticalLadder.electric_times
#print axioms PolarOpticalLadder.electric_thermal_agree_iff
#print axioms PolarOpticalLadder.thermal_time_neg_iff
#print axioms PolarOpticalLadder.common_times_iff_diagonal
```

```
'PolarOpticalLadder.electric_times' depends on axioms: [propext, Classical.choice, Quot.sound]
'PolarOpticalLadder.electric_thermal_agree_iff' depends on axioms: [propext, Classical.choice, Quot.sound]
'PolarOpticalLadder.thermal_time_neg_iff' depends on axioms: [propext, Classical.choice, Quot.sound]
'PolarOpticalLadder.common_times_iff_diagonal' depends on axioms: [propext, Classical.choice, Quot.sound]
```
